# For an invertible tridiagonal chain matrix L D Lᵀ with inverse G, D Lᵀ G agrees with the identity on and above the diagonal

The declaration `half_solve` concerns a finite chain of sites 0, …, N and the symmetric tridiagonal matrix L D Lᵀ over a field, where L is unit lower bidiagonal with subdiagonal entries l_i and D holds the pivots d_i, all assumed nonzero. If this matrix is read as E − H for a non-interacting chain with nearest-neighbour hopping, its inverse G is the resolvent at energy E. The lemma says that d_i (Lᵀ G)_ij is 1 when i = j and 0 when i < j; for i < N this means G_ij + l_i G_(i+1)j = δ_ij / d_i whenever i ≤ j, and at the last site G_NN = 1/d_N. The attempt first shows that the determinant, a product of the pivots, is a unit, and then applies forward substitution to L (D Lᵀ G) = 1.

The failing Lean file:

```lean
import Mathlib

open Matrix

namespace ChainSelectedInversion

noncomputable section

variable {K : Type*} [Field K] {N : ℕ}

/-- The unit lower bidiagonal factor on sites `0, …, N`, with subdiagonal entries `l i`. -/
def lower (N : ℕ) (l : ℕ → K) : Matrix (Fin (N + 1)) (Fin (N + 1)) K :=
  Matrix.of fun i j => (if (i : ℕ) = j then 1 else 0) + (if (i : ℕ) = j + 1 then l j else 0)

/-- The matrix `L D Lᵀ` built from the multipliers `l` and the pivots `d`. -/
def ldlt (N : ℕ) (l d : ℕ → K) : Matrix (Fin (N + 1)) (Fin (N + 1)) K :=
  lower N l * Matrix.diagonal (fun i : Fin (N + 1) => d i) * (lower N l)ᵀ

/-- The first row of `L X` is the first row of `X`. -/
theorem lower_mul_zero (l : ℕ → K) (X : Matrix (Fin (N + 1)) (Fin (N + 1)) K)
    (j : Fin (N + 1)) : (lower N l * X) 0 j = X 0 j := by
  have e : ∀ k : Fin (N + 1), lower N l 0 k = if 0 = k then 1 else 0 := by
    intro k
    by_cases hk : 0 = k
    · subst hk
      simp [lower]
    · have h : ¬ 0 = (k : ℕ) := fun h => hk (Fin.ext (by rw [Fin.val_zero]; exact h))
      simp [lower, hk, h]
  simp only [Matrix.mul_apply, e, ite_mul, one_mul, zero_mul, Finset.sum_ite_eq,
    Finset.mem_univ, if_true]

/-- Each later row of `L X` couples a site to its left neighbour. -/
theorem lower_mul_succ (l : ℕ → K) (X : Matrix (Fin (N + 1)) (Fin (N + 1)) K)
    (i : Fin N) (j : Fin (N + 1)) :
    (lower N l * X) i.succ j = X i.succ j + l i * X i.castSucc j := by
  have e : ∀ k : Fin (N + 1), lower N l i.succ k =
      (if i.succ = k then 1 else 0) + (if i.castSucc = k then l i else 0) := by
    intro k
    by_cases hk : i.castSucc = k
    · subst hk
      simp [lower, Fin.ext_iff]
    · have h : ¬ (i : ℕ) = k := fun h => hk (Fin.ext h)
      simp [lower, Fin.ext_iff, h]
  simp only [Matrix.mul_apply, e, add_mul, Finset.sum_add_distrib, ite_mul, one_mul,
    zero_mul, Finset.sum_ite_eq, Finset.mem_univ, if_true]

/-- Forward substitution: a solution of `L X = 1` has unit diagonal and vanishes above it. -/
theorem forward_substitution (l : ℕ → K) (X : Matrix (Fin (N + 1)) (Fin (N + 1)) K)
    (h : lower N l * X = 1) (i j : Fin (N + 1)) (hij : i ≤ j) :
    X i j = if i = j then 1 else 0 := by
  induction i using Fin.induction with
  | zero => rw [← lower_mul_zero l X j, h, Matrix.one_apply]
  | succ i ih =>
    have h1 : (i : ℕ) + 1 ≤ j := hij
    have hlt : i.castSucc < j := Fin.lt_def.2 (Nat.lt_of_succ_le h1)
    have hs := lower_mul_succ l X i j
    rw [h, Matrix.one_apply, ih hlt.le, if_neg hlt.ne, mul_zero, add_zero] at hs
    exact hs.symm

/-- The determinant of `L D Lᵀ` is the product of the pivots. -/
theorem ldlt_det (l d : ℕ → K) : (ldlt N l d).det = ∏ i : Fin (N + 1), d i := by
  have hL : (lower N l).det = 1 := by
    rw [Matrix.det_of_isLowerTriangular]
    · simp [lower]
    · intro i j hij
      have h : (i : ℕ) < j := Fin.lt_def.1 (OrderDual.toDual_lt_toDual.1 hij)
      have h1 : ¬ (i : ℕ) = j := by omega
      have h2 : ¬ (i : ℕ) = j + 1 := by omega
      simp [lower, h1, h2]
  rw [ldlt, Matrix.det_mul, Matrix.det_mul, Matrix.det_transpose, hL, Matrix.det_diagonal]
  simp

/-- On and above the diagonal, `D Lᵀ G` agrees with the identity, where `G` is the
inverse of `L D Lᵀ`. -/
theorem half_solve (l d : ℕ → K) (hd : ∀ i ≤ N, d i ≠ 0) (i j : Fin (N + 1)) (hij : i ≤ j) :
    d i * ((lower N l)ᵀ * (ldlt N l d)⁻¹) i j = if i = j then 1 else 0 := by
  have hdet : IsUnit (ldlt N l d).det := by
    rw [ldlt_det]
    exact (Finset.prod_ne_zero_iff.2 fun i _ => hd i (Nat.le_of_lt_succ i.isLt)).isUnit
  have h2 : lower N l * (Matrix.diagonal (fun i : Fin (N + 1) => d i) *
      ((lower N l)ᵀ * (ldlt N l d)⁻¹)) = 1 := by
    rw [← Matrix.mul_assoc, ← Matrix.mul_assoc]
    exact Matrix.mul_nonsing_inv _ hdet
  have h3 := forward_substitution l _ h2 i j hij
  rwa [Matrix.diagonal_mul] at h3

end

end ChainSelectedInversion
```

The error:

```
Main.lean:79:74: error(lean.invalidField): Invalid field `isLt`: The environment does not contain `Nat.isLt`, so it is not possible to project the field `isLt` from an expression
  i
of type `ℕ`
```

What went wrong. The message says that in `i.isLt` the variable `i` is a natural number, which has no field `isLt`. The proof meant `i` to be an element of `Fin (N + 1)`, whose `isLt` is the bound `i < N + 1`.

The trouble comes from the `.isUnit` at the end of the line. To resolve it, Lean must first elaborate the bracketed term before it, and does so without using the goal. Nothing then says which product is meant, so the type of `i` is still open when Lean reaches `hd i`. Since `hd` takes a natural number, Lean settles on `ℕ`, and `i.isLt` fails.

The repair states the product over `Fin (N + 1)` and its being nonzero as `hne`. Now `i` has the intended type from the start, `hd i` coerces it to `ℕ`, and `i.isLt` is valid. `hne.isUnit` then closes the goal.

The other change, which writes the goal with `ldlt N l d` by `change` and names the matrix given to `Matrix.mul_nonsing_inv`, answers no message and is mere tidying.

After these edits no error is left:

```diff
@@ -77,9 +77,12 @@
   have hdet : IsUnit (ldlt N l d).det := by
     rw [ldlt_det]
-    exact (Finset.prod_ne_zero_iff.2 fun i _ => hd i (Nat.le_of_lt_succ i.isLt)).isUnit
+    have hne : (∏ i : Fin (N + 1), d i) ≠ 0 :=
+      Finset.prod_ne_zero_iff.2 fun i _ => hd i (Nat.le_of_lt_succ i.isLt)
+    exact hne.isUnit
   have h2 : lower N l * (Matrix.diagonal (fun i : Fin (N + 1) => d i) *
       ((lower N l)ᵀ * (ldlt N l d)⁻¹)) = 1 := by
     rw [← Matrix.mul_assoc, ← Matrix.mul_assoc]
-    exact Matrix.mul_nonsing_inv _ hdet
+    change ldlt N l d * (ldlt N l d)⁻¹ = 1
+    exact Matrix.mul_nonsing_inv (ldlt N l d) hdet
   have h3 := forward_substitution l _ h2 i j hij
   rwa [Matrix.diagonal_mul] at h3
```
